# In a linear feedback model with independent noise of fixed non-zero variance, the log-population variance converges exactly when the feedback time exceeds half a generation

A diffusion Monte Carlo code can control its population by comparing the number of walkers $N$ with a target $N_{\rm t}$ and shifting the reference energy to pull the population back. The strength of that pull is set by a feedback parameter. If it is too weak, the population wanders far from the target. If it is too strong, each correction overshoots and the fluctuations grow. In a model with linear feedback and independent noise, both effects can be computed exactly.

## The variance and its threshold

Let $x_n=\ln N$ after $n$ generations and $L=\ln N_{\rm t}$. The feedback time $g>0$, measured in generations, sets the update

$$x_{n+1}=x_n-\frac{x_n-L}{g}+\xi_n ,$$

where the noise $\xi_n$ is independent of $x_n$ and has the same law in every generation, with finite variance $S>0$. The variance $v_n$ of $x_n$ then obeys

$$v_{n+1}=\left(1-\frac1g\right)^2v_n+S .$$

If $g>1/2$, $v_n$ converges to

$$v_*=\frac{S g^2}{2g-1},$$

and if $0<g\le 1/2$, $v_n$ tends to infinity. Neither outcome depends on the initial variance $v_0$, which is assumed finite.

## The reference-energy update in a code

Suppose that the code sets

$$E_{\rm T}=E_{\rm est}-\kappa\,\ln(N/N_{\rm t})$$

and branches with weights $\exp[-\tau(E_{\rm loc}-E_{\rm T})]$, where $E_{\rm est}$ is the current energy estimate, $E_{\rm loc}$ the local energy of a walker, $\tau$ the time step and $\kappa$ the feedback constant. The feedback term multiplies every weight by $(N/N_{\rm t})^{-\kappa\tau}$, which adds $-\kappa\tau(x_n-L)$ to the log population. Hence $1/g=\kappa\tau$. The rest of the change in $\ln N$, from the local energies, the energy estimate and the stochastic rounding of walker numbers, is collected in $\xi_n$.

In this model the stability condition is $\kappa\tau<2$. Raising the time step at fixed $\kappa$ therefore strengthens the feedback per generation. If $E_{\rm T}$ is updated only once every $k$ steps, the same shift acts $k$ times before it is revised. One generation of the model is then a block of $k$ steps, and the condition becomes $\kappa k\tau<2$.

For $\tau=0.01$ and $\kappa=10$ in atomic units, with an update at every step, $g=10$ and $v_*=100S/19\approx5.3\,S$. The smallest stationary variance is $S$, at $g=1$, where each step removes the whole deviation. That isn't a recommendation to run at $g=1$: strong feedback correlates the reference energy with the population fluctuations, which can bias energy averages.

## Derivation from the stochastic update

Collect the terms in $x_n$:

$$x_{n+1}=\left(1-\frac1g\right)x_n+\frac Lg+\xi_n .$$

If $x_n$ and $\xi_n$ have finite second moments, so has $x_{n+1}$, because $(a+b+c)^2\le3(a^2+b^2+c^2)$. All variances are therefore finite. The constant $L/g$ doesn't contribute to the variance, the factor $1-1/g$ enters squared, and independence removes the cross term. This gives the recursion for $v_n$.

Write $r=(1-1/g)^2$. Then

$$1-r=\frac2g-\frac1{g^2}=\frac{2g-1}{g^2}.$$

For $g\ne1/2$ the equation $v_*=r v_*+S$ has the solution $v_*=S/(1-r)=Sg^2/(2g-1)$. Subtracting it from the recursion gives $v_{n+1}-v_*=r(v_n-v_*)$, and so

$$v_n=v_*+r^n(v_0-v_*).$$

If $g>1/2$, then $0<1/g<2$, so $|1-1/g|<1$ and $r<1$. The second term vanishes as $n\to\infty$, and $v_n\to v_*$.

If $0<g\le1/2$, then $1/g\ge2$ and $r\ge1$. Since $v_n\ge0$, each generation gives $v_{n+1}\ge v_n+S$, hence

$$v_n\ge v_0+nS\to\infty .$$

At $g=1/2$ exactly, $r=1$ and the bound becomes an equality: $v_n=v_0+nS$.

For $g>1/2$, the excess of the stationary variance over the noise variance is

$$v_*-S=S\,\frac{g^2-2g+1}{2g-1}=\frac{S(g-1)^2}{2g-1}\ge0,$$

with equality only at $g=1$.

The same argument handles the mean $m_n$ of $x_n$, which is worked out here by hand and has no theorem in the file. If the noise has mean $b$, then $m_{n+1}=(1-1/g)m_n+L/g+b$, with fixed point $L+gb$. The deviation from it is multiplied by $1-1/g$ per generation, so the mean converges for $g>1/2$. With an update at every step, a constant offset $\delta$ in the energy estimate adds $\tau\delta$ to $b$ and so shifts the average log population by $g\tau\delta=\delta/\kappa$.

## The Lean file

```lean
import Mathlib

open MeasureTheory ProbabilityTheory Filter Topology

namespace PopulationFeedback

noncomputable section

/-- One generation of population control: the log population `p.1` is pulled towards the target `L`
with feedback time `g > 0` (in generations) and receives the branching noise `p.2`. -/
def feedbackStep (g L : ℝ) (p : ℝ × ℝ) : ℝ := p.1 - (p.1 - L) / g + p.2

/-- The law of the log population after `n` generations, started from the law `μ₀`, with
independent noise of law `ν` in every generation. -/
def popLaw (g L : ℝ) (μ₀ ν : Measure ℝ) : ℕ → Measure ℝ
  | 0 => μ₀
  | n + 1 => ((popLaw g L μ₀ ν n).prod ν).map (feedbackStep g L)

/-- The variance of the log population after `n` generations. -/
def popVar (g L : ℝ) (μ₀ ν : Measure ℝ) (n : ℕ) : ℝ := variance id (popLaw g L μ₀ ν n)

/-- The stationary variance for feedback time `g` and noise variance `S`, for `g > 1/2`. -/
def stationaryVar (g S : ℝ) : ℝ := S * g ^ 2 / (2 * g - 1)

/-- The feedback update is a measurable function of log population and noise. -/
theorem measurable_feedbackStep (g L : ℝ) : Measurable (feedbackStep g L) := by
  unfold feedbackStep
  fun_prop

variable {μ₀ ν : Measure ℝ} [IsProbabilityMeasure μ₀] [IsProbabilityMeasure ν]

instance popLaw_isProbabilityMeasure (g L : ℝ) (n : ℕ) :
    IsProbabilityMeasure (popLaw g L μ₀ ν n) := by
  induction n with
  | zero => exact inferInstanceAs (IsProbabilityMeasure μ₀)
  | succ n ih =>
    exact Measure.isProbabilityMeasure_map (measurable_feedbackStep g L).aemeasurable

/-- If the initial log population and the noise have finite second moments, so has the log
population in every generation. -/
theorem popLaw_memLp (g L : ℝ) (h₀ : MemLp id 2 μ₀) (hν : MemLp id 2 ν) (n : ℕ) :
    MemLp id 2 (popLaw g L μ₀ ν n) := by
  induction n with
  | zero => exact h₀
  | succ n ih =>
    have h1 : MemLp (fun p : ℝ × ℝ => p.1) 2 ((popLaw g L μ₀ ν n).prod ν) :=
      ih.comp_measurePreserving measurePreserving_fst
    have h2 : MemLp (fun p : ℝ × ℝ => p.2) 2 ((popLaw g L μ₀ ν n).prod ν) :=
      hν.comp_measurePreserving measurePreserving_snd
    have h3 : MemLp (feedbackStep g L) 2 ((popLaw g L μ₀ ν n).prod ν) := by
      convert ((h1.const_mul (1 - 1 / g)).add (memLp_const (L / g))).add h2 using 1
      ext p
      change p.1 - (p.1 - L) / g + p.2 = (1 - 1 / g) * p.1 + L / g + p.2
      ring
    exact (memLp_map_measure_iff measurable_id.aestronglyMeasurable
      (measurable_feedbackStep g L).aemeasurable).2 h3

/-- Each generation multiplies the variance of the log population by `(1 - 1/g)²` and adds
the variance of the noise. -/
theorem popVar_succ (g L : ℝ) (h₀ : MemLp id 2 μ₀) (hν : MemLp id 2 ν) (n : ℕ) :
    popVar g L μ₀ ν (n + 1) = (1 - 1 / g) ^ 2 * popVar g L μ₀ ν n + variance id ν := by
  have h1 : MemLp (fun p : ℝ × ℝ => p.1) 2 ((popLaw g L μ₀ ν n).prod ν) :=
    (popLaw_memLp g L h₀ hν n).comp_measurePreserving measurePreserving_fst
  have h2 : MemLp (fun p : ℝ × ℝ => p.2) 2 ((popLaw g L μ₀ ν n).prod ν) :=
    hν.comp_measurePreserving measurePreserving_snd
  -- the marginals of the product law
  have v1 : variance (fun p : ℝ × ℝ => p.1) ((popLaw g L μ₀ ν n).prod ν)
      = variance id (popLaw g L μ₀ ν n) := by
    have h := variance_map (X := (id : ℝ → ℝ)) (Y := Prod.fst)
      (μ := (popLaw g L μ₀ ν n).prod ν) measurable_id.aemeasurable measurable_fst.aemeasurable
    rw [measurePreserving_fst.map_eq] at h
    exact h.symm
  have v2 : variance (fun p : ℝ × ℝ => p.2) ((popLaw g L μ₀ ν n).prod ν)
      = variance id ν := by
    have h := variance_map (X := (id : ℝ → ℝ)) (Y := Prod.snd)
      (μ := (popLaw g L μ₀ ν n).prod ν) measurable_id.aemeasurable measurable_snd.aemeasurable
    rw [measurePreserving_snd.map_eq] at h
    exact h.symm
  -- the damped old value and the fresh noise are independent
  have hind : IndepFun (fun p : ℝ × ℝ => (1 - 1 / g) * p.1 + L / g) (fun p : ℝ × ℝ => p.2)
      ((popLaw g L μ₀ ν n).prod ν) :=
    indepFun_prod (X := fun x : ℝ => (1 - 1 / g) * x + L / g) (Y := fun y : ℝ => y)
      (by fun_prop) (by fun_prop)
  have hA : MemLp (fun p : ℝ × ℝ => (1 - 1 / g) * p.1 + L / g) 2
      ((popLaw g L μ₀ ν n).prod ν) :=
    (h1.const_mul (1 - 1 / g)).add (memLp_const (L / g))
  have hsplit : id ∘ feedbackStep g L
      = (fun p : ℝ × ℝ => (1 - 1 / g) * p.1 + L / g) + (fun p : ℝ × ℝ => p.2) := by
    ext p
    change p.1 - (p.1 - L) / g + p.2 = (1 - 1 / g) * p.1 + L / g + p.2
    ring
  change variance id (((popLaw g L μ₀ ν n).prod ν).map (feedbackStep g L)) = _
  rw [variance_map measurable_id.aemeasurable (measurable_feedbackStep g L).aemeasurable,
    hsplit, IndepFun.variance_add hA h2 hind,
    variance_add_const (h1.const_mul (1 - 1 / g)).aestronglyMeasurable,
    variance_const_mul, v1, v2]
  rfl

/-- For `g ≠ 0` and `g ≠ 1/2`, the deviation of the variance from the value of the formula
`stationaryVar` after `n` generations is the initial deviation times `((1 - 1/g)²)ⁿ`. -/
theorem popVar_closed_form {g : ℝ} (L : ℝ) (hg : g ≠ 0) (hg' : g ≠ 1 / 2)
    (h₀ : MemLp id 2 μ₀) (hν : MemLp id 2 ν) (n : ℕ) :
    popVar g L μ₀ ν n = stationaryVar g (variance id ν)
      + ((1 - 1 / g) ^ 2) ^ n * (popVar g L μ₀ ν 0 - stationaryVar g (variance id ν)) := by
  have hd : 2 * g - 1 ≠ 0 := fun h => hg' (by linarith)
  have key : stationaryVar g (variance id ν) * (2 * g - 1) = variance id ν * g ^ 2 :=
    div_mul_cancel₀ _ hd
  -- the stationary value is the fixed point of the recursion
  have hfix : (1 - 1 / g) ^ 2 * stationaryVar g (variance id ν) + variance id ν
      = stationaryVar g (variance id ν) := by
    have hu : g * (1 / g) = 1 := mul_one_div_cancel hg
    obtain ⟨u, hu'⟩ : ∃ u, u = 1 / g := ⟨_, rfl⟩
    rw [← hu'] at hu ⊢
    linear_combination (-u ^ 2) * key
      + (2 * u * stationaryVar g (variance id ν) - variance id ν * (g * u + 1)) * hu
  induction n with
  | zero => simp
  | succ n ih =>
    rw [popVar_succ g L h₀ hν, ih, pow_succ]

    linear_combination hfix

/-- For `0 < g ≤ 1/2` the variance after `n` generations is at least the initial variance plus `n`
times the noise variance. -/
theorem popVar_growth {g : ℝ} (L : ℝ) (hg : 0 < g) (hg' : g ≤ 1 / 2)
    (h₀ : MemLp id 2 μ₀) (hν : MemLp id 2 ν) (n : ℕ) :
    popVar g L μ₀ ν 0 + n * variance id ν ≤ popVar g L μ₀ ν n := by
  have hu : 2 ≤ 1 / g := by
    rw [le_div_iff₀ hg]
    linarith
  have hr : 1 ≤ (1 - 1 / g) ^ 2 := by nlinarith
  induction n with
  | zero => simp
  | succ n ih =>
    have hv : 0 ≤ popVar g L μ₀ ν n := variance_nonneg _ _
    rw [popVar_succ g L h₀ hν n]
    push_cast
    nlinarith [mul_nonneg (sub_nonneg.2 hr) hv]

/-- If the initial log population and the noise have finite second moments and the noise variance is
non-zero, the variance of the log population converges to `S g² / (2g - 1)`, with `S` the noise
variance, if `g > 1/2`, and tends to infinity if `0 < g ≤ 1/2`. -/
theorem population_control_threshold {g : ℝ} (L : ℝ) (hg : 0 < g)
    (h₀ : MemLp id 2 μ₀) (hν : MemLp id 2 ν) (hS : 0 < variance id ν) :
    (1 / 2 < g → Tendsto (popVar g L μ₀ ν) atTop (𝓝 (stationaryVar g (variance id ν)))) ∧
    (g ≤ 1 / 2 → Tendsto (popVar g L μ₀ ν) atTop atTop) := by
  constructor
  · intro h
    have hu0 : 0 < 1 / g := by positivity
    have hu2 : 1 / g < 2 := by
      rw [div_lt_iff₀ hg]
      linarith
    have hr : (1 - 1 / g) ^ 2 < 1 := by nlinarith [mul_pos hu0 (sub_pos.2 hu2)]
    -- the deviation from the stationary value decays geometrically
    have ht := ((tendsto_pow_atTop_nhds_zero_of_lt_one (sq_nonneg (1 - 1 / g)) hr).mul_const
      (popVar g L μ₀ ν 0 - stationaryVar g (variance id ν))).const_add
      (stationaryVar g (variance id ν))
    rw [zero_mul, add_zero] at ht
    exact ht.congr fun n => (popVar_closed_form L hg.ne' h.ne' h₀ hν n).symm
  · intro h
    exact tendsto_atTop_mono (popVar_growth L hg h h₀ hν)
      (tendsto_atTop_add_const_left _ _ (tendsto_natCast_atTop_atTop.atTop_mul_const hS))

/-- At `g = 1/2` the variance after `n` generations is exactly the initial variance plus `n` times
the noise variance. -/
theorem popVar_marginal (L : ℝ) (h₀ : MemLp id 2 μ₀) (hν : MemLp id 2 ν) (n : ℕ) :
    popVar (1 / 2) L μ₀ ν n = popVar (1 / 2) L μ₀ ν 0 + n * variance id ν := by
  induction n with
  | zero => simp
  | succ n ih =>
    rw [popVar_succ (1 / 2) L h₀ hν n, ih]
    push_cast
    ring

/-- For `g > 1/2` and `S > 0` the stationary variance is at least the noise variance `S`, with
equality exactly at `g = 1`. -/
theorem stationaryVar_optimal {g S : ℝ} (hg : 1 / 2 < g) (hS : 0 < S) :
    S ≤ stationaryVar g S ∧ (stationaryVar g S = S ↔ g = 1) := by
  have hd : 0 < 2 * g - 1 := by linarith
  have key : stationaryVar g S * (2 * g - 1) = S * g ^ 2 := div_mul_cancel₀ _ hd.ne'
  refine ⟨?_, fun h => ?_, fun h => ?_⟩
  · unfold stationaryVar
    rw [le_div_iff₀ hd]
    nlinarith [mul_nonneg hS.le (sq_nonneg (g - 1))]
  · rw [h] at key
    have h0 : S * (g - 1) ^ 2 = 0 := by linear_combination -key
    have h1 : (g - 1) ^ 2 = 0 := (mul_eq_zero.1 h0).resolve_left hS.ne'
    have h2 : g - 1 = 0 := pow_eq_zero_iff two_ne_zero |>.1 h1
    linarith
  · rw [h] at key ⊢
    linarith

end

end PopulationFeedback
```

```lean
#print axioms PopulationFeedback.population_control_threshold
#print axioms PopulationFeedback.popVar_marginal
#print axioms PopulationFeedback.stationaryVar_optimal
```

```
'PopulationFeedback.population_control_threshold' depends on axioms: [propext, Classical.choice, Quot.sound]
'PopulationFeedback.popVar_marginal' depends on axioms: [propext, Classical.choice, Quot.sound]
'PopulationFeedback.stationaryVar_optimal' depends on axioms: [propext, Classical.choice, Quot.sound]
```

## How the Lean statement describes the population

`feedbackStep g L` is the update, acting on a pair of log population and noise. `popLaw g L μ₀ ν n` is the probability law of $x_n$: it starts from `μ₀`, and each generation takes the product of the current law with the noise law `ν` and maps it through the update. The product measure encodes the independence of $\xi_n$ from $x_n$. `popVar g L μ₀ ν n` is $v_n$, `variance id ν` is $S$, and `stationaryVar g S` is $v_*$.

The hypotheses `MemLp id 2 μ₀` and `MemLp id 2 ν` say that the initial log population and the noise have finite second moments. Every theorem about `popVar` assumes both, also where its docstring doesn't repeat them. Neither law has to be Gaussian or centred, and a sharply defined initial population, with $v_0=0$, is allowed. The condition `0 < variance id ν` says that branching really does fluctuate. Under these hypotheses and $g>0$, `population_control_threshold` states both limits. The variance recursion is derived from the update and is not an assumption.

## How the proof follows the derivation

`measurable_feedbackStep` and the instance `popLaw_isProbabilityMeasure` ensure that every generation has a genuine probability law. `popLaw_memLp` carries finite second moments from one generation to the next by writing the update as a sum of square-integrable terms.

`popVar_succ` proves the recursion. Its step `hsplit` separates the damped old value from the fresh noise, `hind` records their independence, and `IndepFun.variance_add` adds their variances. The facts `v1` and `v2` identify the variances of the two coordinates with those of the current law and the noise.

In `popVar_closed_form`, `hfix` is the fixed-point equation, and induction gives the factor $r^n$. `popVar_growth` proves the linear lower bound, also by induction. The main theorem combines the two: for $g>1/2$ it shows $r<1$ and lets the geometric term vanish, and for $g\le1/2$ it compares $v_n$ with the diverging lower bound.

`popVar_marginal` gives the exact linear growth at $g=1/2$. `stationaryVar_optimal` proves $v_*\ge S$ from $S(g-1)^2\ge0$, and equality exactly at $g=1$.

## Where real branching departs from the model

The noise in the model has a fixed law and is independent of the current population. In a real run, local energies are correlated between generations, the energy estimate is built from earlier data, and the size of the fluctuations depends on the number of walkers. The threshold $\kappa\tau=2$ and the value of $v_*$ are therefore results for the model, and a production run may deviate from both. For $g>1$, noise that is positively correlated between generations gives a stationary variance above $v_*$. At small time steps the local energies change little from one generation to the next, and the excess can be large.

The log population here is any real number. Integer walker counts enter only through the noise, and extinction, caps on the population and limits on the weights are absent.

The variance $v_n$ is taken over an ensemble of independent runs at generation $n$. The theorems don't address the time average along a single run, nor the population-control bias in the energy.
